# Particle–hole symmetry fixes the thermal mean particle number at every temperature

Let \(H\) and \(N\) be complex matrices on a finite-dimensional state space, \(L\) a complex number, and \(W\) an invertible matrix with

\[
WHW^{-1}=H,\qquad WNW^{-1}=2L-N .
\]

Then, for every complex \(\beta\),

\[
\operatorname{tr}\bigl(N e^{-\beta H}\bigr)=L\,\operatorname{tr}\bigl(e^{-\beta H}\bigr).
\]

If \(H\) is Hermitian, \(\beta\) is real and the space is nonzero, the thermal mean of \(N\) is therefore exactly \(L\). For finite Hubbard-type clusters with this symmetry, the chemical potential that gives half filling is thus known in advance and is the same at all temperatures.

Here \(H\) is the Hamiltonian with any chemical-potential term already included, and \(N\) is the particle number. The first condition says that \(H\) treats particles and holes alike, the second that \(W\) exchanges them. At \(\beta=0\) the result reads \(\operatorname{tr}N=L\operatorname{tr}1\), so \(L\) is the average of \(N\) over a basis of the space. On the full fermionic Fock space of \(M\) spin-orbitals, each holding at most one particle, this is \(M/2\), which is half filling.

## Reflecting the particle number about \(L\)

Conjugation by \(W\) preserves traces and products:

\[
\operatorname{tr}(WAW^{-1})=\operatorname{tr}(W^{-1}WA)=\operatorname{tr}A,\qquad
WABW^{-1}=(WAW^{-1})(WBW^{-1}).
\]

Write \(D=N-L\) for the deviation from \(L\). Then

\[
WDW^{-1}=(2L-N)-L=-D,\qquad WD^kW^{-1}=(-1)^kD^k .
\]

Now add a chemical potential \(\mu\), measured from the symmetric point, and set \(G_\mu=e^{-\beta(H-\mu D)}\). Conjugation passes through the exponential series term by term, so

\[
WG_\mu W^{-1}=e^{-\beta(WHW^{-1}-\mu WDW^{-1})}=e^{-\beta(H+\mu D)}=G_{-\mu}.
\]

Applying the same rule to \(G_{-\mu}\) gives, for each \(k=0,1,2,\dots\),

\[
\operatorname{tr}(D^kG_{-\mu})=\operatorname{tr}(WD^kG_{-\mu}W^{-1})=(-1)^k\operatorname{tr}(D^kG_\mu).
\]

At \(k=1\) and \(\mu=0\) the first moment equals its own negative, so it vanishes:

\[
0=\operatorname{tr}(De^{-\beta H})=\operatorname{tr}(Ne^{-\beta H})-L\operatorname{tr}(e^{-\beta H}).
\]

The argument nowhere uses that \(H\) commutes with \(N\), or that either is Hermitian.

To divide by the partition function we need it to be nonzero. For Hermitian \(H\) and real \(\beta\), the matrix \(B=e^{-\beta H/2}\) is Hermitian and invertible, and

\[
\operatorname{tr}e^{-\beta H}=\operatorname{tr}(B^\dagger B)=\sum_{i,j}|B_{ij}|^2 .
\]

This sum vanishes only if \(B=0\), which is impossible for an invertible matrix on a nonzero space.

## The symmetry and the Gibbs operator as matrices

The type `n` labels a finite basis of many-body states, and operators are complex matrices indexed by it.

```lean
import Mathlib

open Matrix
open scoped ComplexOrder

namespace ParticleHoleHalfFilling

noncomputable section

variable {n : Type*} [Fintype n] [DecidableEq n]
```

The structure `IsParticleHole` collects the assumptions. Its fields `energy` and `number` are the two conjugation rules, with the number \(2L\) written as a multiple of the identity matrix. `W` is linear and need not be unitary, so antiunitary symmetries are not covered. For a given lattice model the three fields have to be established separately.

```lean
/-- An invertible `W` is a particle-hole symmetry about the particle number `L` when it
leaves the Hamiltonian `H` unchanged and turns the number operator `N` into `2L - N`. -/
structure IsParticleHole (W H N : Matrix n n ℂ) (L : ℂ) : Prop where
  unit : IsUnit W
  energy : W * H * W⁻¹ = H
  number : W * N * W⁻¹ = (2 * L) • (1 : Matrix n n ℂ) - N
```

The Gibbs operator is left unnormalised, and \(\beta\) may be complex.

```lean
/-- The unnormalised Gibbs operator `exp(-βK)`. -/
def gibbs (β : ℂ) (K : Matrix n n ℂ) : Matrix n n ℂ :=
  NormedSpace.exp (-(β • K))
```

The matrix \(D\) is called `imbalance`.

```lean
/-- The deviation `N - L` of the particle number from `L`. -/
def imbalance (N : Matrix n n ℂ) (L : ℂ) : Matrix n n ℂ :=
  N - L • (1 : Matrix n n ℂ)
```

The Hamiltonian \(H-\mu D\) is called `doped`. It differs from the usual \(H-\mu N\) by the constant \(\mu L\), which cancels in normalised averages.

```lean
/-- The Hamiltonian `H - μ(N - L)` with chemical potential `μ`. -/
def doped (H N : Matrix n n ℂ) (L μ : ℂ) : Matrix n n ℂ :=
  H - μ • imbalance N L
```

The normalised average is a ratio of traces over the whole space, with all particle numbers included. This is the grand-canonical mean.

```lean
/-- The ratio `trace(A exp(-βK)) / trace(exp(-βK))`. It is the thermal mean of `A` for the
Hamiltonian `K` when the denominator is nonzero, and 0 by Lean's convention otherwise. -/
def thermalMean (β : ℂ) (K A : Matrix n n ℂ) : ℂ :=
  trace (A * gibbs β K) / trace (gibbs β K)
```

## Conjugation acts on traces, powers and exponentials

The first lemma cycles the trace and cancels \(W^{-1}W\).

```lean
/-- A change of basis by an invertible `W` leaves the trace unchanged. -/
theorem trace_conj {W : Matrix n n ℂ} (hW : IsUnit W) (A : Matrix n n ℂ) :
    trace (W * A * W⁻¹) = trace A := by
  have hdet := (Matrix.isUnit_iff_isUnit_det W).mp hW
  rw [Matrix.trace_mul_cycle, Matrix.nonsing_inv_mul W hdet, one_mul]
```

The second inserts \(W^{-1}W=1\) between the two factors.

```lean
/-- A change of basis by an invertible `W` respects products of operators. -/
theorem conj_mul {W : Matrix n n ℂ} (hW : IsUnit W) (A B : Matrix n n ℂ) :
    W * (A * B) * W⁻¹ = (W * A * W⁻¹) * (W * B * W⁻¹) := by
  have hdet := (Matrix.isUnit_iff_isUnit_det W).mp hW
  calc W * (A * B) * W⁻¹ = W * A * (1 : Matrix n n ℂ) * B * W⁻¹ := by
        simp only [mul_one, mul_assoc]
    _ = W * A * (W⁻¹ * W) * B * W⁻¹ := by rw [Matrix.nonsing_inv_mul W hdet]
    _ = (W * A * W⁻¹) * (W * B * W⁻¹) := by simp only [mul_assoc]
```

Next comes the sign rule for powers of \(D\). The step `h1` is the calculation \(WDW^{-1}=-D\), and induction on `k` then contributes one factor of \(-1\) for each further power.

```lean
/-- The particle-hole transformation multiplies the `k`-th power of `N - L` by `(-1)^k`. -/
theorem conj_imbalance_pow {W H N : Matrix n n ℂ} {L : ℂ}
    (h : IsParticleHole W H N L) (k : ℕ) :
    W * imbalance N L ^ k * W⁻¹ = (-1 : ℂ) ^ k • imbalance N L ^ k := by
  have hdet := (Matrix.isUnit_iff_isUnit_det W).mp h.unit
  -- the imbalance itself is odd
  have h1 : W * imbalance N L * W⁻¹ = -imbalance N L := by
    unfold imbalance
    rw [mul_sub, sub_mul, h.number, mul_smul_comm, mul_one, smul_mul_assoc,
      Matrix.mul_nonsing_inv W hdet]
    module
  induction k with
  | zero => simp [Matrix.mul_nonsing_inv W hdet]
  | succ k ih =>
    rw [pow_succ (imbalance N L), conj_mul h.unit, ih, h1, pow_succ (-1 : ℂ)]
    simp only [smul_mul_assoc, mul_neg, mul_one, neg_smul]
```

For the Gibbs operator, `Matrix.exp_conj` moves the conjugation into the exponent. There `h2` distributes it over \(H-\mu D\), and the two symmetry rules turn \(\mu\) into \(-\mu\).

```lean
/-- The particle-hole transformation carries the Gibbs operator at chemical potential `μ`
to the one at `-μ`. -/
theorem conj_gibbs {W H N : Matrix n n ℂ} {L : ℂ}
    (h : IsParticleHole W H N L) (β μ : ℂ) :
    W * gibbs β (doped H N L μ) * W⁻¹ = gibbs β (doped H N L (-μ)) := by
  have h1 : W * imbalance N L * W⁻¹ = -imbalance N L := by
    simpa using conj_imbalance_pow h 1
  have h2 : W * (-(β • (H - μ • imbalance N L))) * W⁻¹
      = -(β • (W * H * W⁻¹ - μ • (W * imbalance N L * W⁻¹))) := by
    simp only [mul_neg, neg_mul, mul_smul_comm, smul_mul_assoc, mul_sub, sub_mul]
  unfold gibbs doped
  rw [← Matrix.exp_conj _ _ h.unit, h2, h.energy, h1, smul_neg, neg_smul]
```

## Moments are even or odd in the chemical potential

The parity statement follows by inserting the conjugation under the trace at \(-\mu\) and applying the preceding lemmas in turn.

```lean
/-- Reversing the chemical potential multiplies the `k`-th unnormalised thermal moment of
`N - L` by `(-1)^k`. -/
theorem moment_parity {W H N : Matrix n n ℂ} {L : ℂ}
    (h : IsParticleHole W H N L) (β μ : ℂ) (k : ℕ) :
    trace (imbalance N L ^ k * gibbs β (doped H N L (-μ)))
      = (-1) ^ k * trace (imbalance N L ^ k * gibbs β (doped H N L μ)) := by
  rw [← trace_conj h.unit, conj_mul h.unit, conj_imbalance_pow h, conj_gibbs h, neg_neg,
    smul_mul_assoc, Matrix.trace_smul, smul_eq_mul]
```

For \(k=0\) this says that \(\operatorname{tr}G_\mu\), the partition function of \(H-\mu D\), is even in \(\mu\). Where it is nonzero, dividing the \(k=1\) identity by the \(k=0\) identity gives \(\langle N\rangle_{-\mu}=2L-\langle N\rangle_\mu\): doping with particles and doping with holes are mirror images.

The main theorem takes \(k=1\) and \(\mu=0\). In its proof `hm` says that the first moment equals its negative, `he` expands that moment into the two traces of the claim, and the last line divides by two.

```lean
/-- Particle-hole symmetry about `L` gives `trace(N exp(-βH)) = L trace(exp(-βH))`
for every `β`. -/
theorem half_filling {W H N : Matrix n n ℂ} {L : ℂ}
    (h : IsParticleHole W H N L) (β : ℂ) :
    trace (N * gibbs β H) = L * trace (gibbs β H) := by
  have hb : doped H N L 0 = H := by simp [doped]
  -- at zero chemical potential the first moment equals its own negative
  have hm := moment_parity h β 0 1
  simp only [neg_zero, hb, pow_one] at hm
  have he : trace (imbalance N L * gibbs β H)
      = trace (N * gibbs β H) - L * trace (gibbs β H) := by
    simp only [imbalance, sub_mul, smul_mul_assoc, one_mul, Matrix.trace_sub,
      Matrix.trace_smul, smul_eq_mul]
  rw [he] at hm
  linear_combination hm / 2
```

## The mean exists for Hermitian Hamiltonians

The proof that the partition function is nonzero follows the argument with \(B\). The step `hA` shows that the factor \(B=e^{-\beta H/2}\) is Hermitian, and `hsq` writes the Gibbs operator as its square. A vanishing trace would then force \(B=0\), against the invertibility of a matrix exponential. The assumption `[Nonempty n]` excludes the zero-dimensional space.

```lean
/-- The partition function of a Hermitian Hamiltonian at real `β` is nonzero. -/
theorem partition_ne_zero [Nonempty n] {H : Matrix n n ℂ} (hH : H.IsHermitian) (β : ℝ) :
    trace (gibbs (β : ℂ) H) ≠ 0 := by
  intro hz
  -- split the Gibbs operator into two equal Hermitian factors
  have hA : (gibbs ((β / 2 : ℝ) : ℂ) H).IsHermitian := by
    unfold gibbs
    apply Matrix.IsHermitian.exp
    simp [Matrix.IsHermitian, Matrix.conjTranspose_smul, hH.eq]
  have hsq : gibbs (β : ℂ) H
      = gibbs ((β / 2 : ℝ) : ℂ) H * gibbs ((β / 2 : ℝ) : ℂ) H := by
    unfold gibbs
    rw [← Matrix.exp_add_of_commute _ _ (Commute.refl _)]
    congr 1
    push_cast
    module
  have h0 : trace ((gibbs ((β / 2 : ℝ) : ℂ) H)ᴴ * gibbs ((β / 2 : ℝ) : ℂ) H) = 0 := by
    rw [hA.eq, ← hsq, hz]
  have hzero := Matrix.trace_conjTranspose_mul_self_eq_zero_iff.mp h0
  have hu : IsUnit (gibbs ((β / 2 : ℝ) : ℂ) H) := Matrix.isUnit_exp _
  rw [hzero] at hu
  exact not_isUnit_zero hu
```

With a nonzero denominator, the trace identity becomes a statement about the thermal mean.

```lean
/-- For a Hermitian Hamiltonian with particle-hole symmetry about `L`, the thermal mean
particle number is `L` at every real `β`. -/
theorem thermalMean_number [Nonempty n] {W H N : Matrix n n ℂ} {L : ℂ}
    (hH : H.IsHermitian) (h : IsParticleHole W H N L) (β : ℝ) :
    thermalMean (β : ℂ) H N = L := by
  unfold thermalMean
  rw [half_filling h, mul_div_assoc, div_self (partition_ne_zero hH β), mul_one]
```

## Two sites of spinless fermions

A small interacting model satisfies all the assumptions:

\[
H=-t\,(c_1^\dagger c_2+c_2^\dagger c_1)+V\bigl(n_1-\tfrac12\bigr)\bigl(n_2-\tfrac12\bigr).
\]

Here \(c_i^\dagger\) creates a fermion on site \(i\), \(n_i=c_i^\dagger c_i\), \(t\) is the hopping amplitude and \(V\) the repulsion between the sites. The matrix below is written directly in the occupation basis; the fermion operators themselves are not constructed in Lean.

```lean
/-- Two sites of spinless fermions with hopping `t` and repulsion `V(n₁ - 1/2)(n₂ - 1/2)`,
in the basis empty, left, right, full. -/
def dimerH (t V : ℝ) : Matrix (Fin 4) (Fin 4) ℂ :=
  !![(V : ℂ) / 4, 0, 0, 0;
     0, -(V : ℂ) / 4, -(t : ℂ), 0;
     0, -(t : ℂ), -(V : ℂ) / 4, 0;
     0, 0, 0, (V : ℂ) / 4]
```

The particle number is diagonal, with entries 0, 1, 1 and 2.

```lean
/-- The particle number of the two-site model in the same basis. -/
def dimerN : Matrix (Fin 4) (Fin 4) ℂ :=
  !![0, 0, 0, 0; 0, 1, 0, 0; 0, 0, 1, 0; 0, 0, 0, 2]
```

The symmetry reverses the order of the four basis states.

```lean
/-- The map that exchanges empty with full and left with right. -/
def dimerW : Matrix (Fin 4) (Fin 4) ℂ :=
  !![0, 0, 0, 1; 0, 0, 1, 0; 0, 1, 0, 0; 1, 0, 0, 0]
```

If the full state is \(c_1^\dagger c_2^\dagger|0\rangle\), this permutation sends \(c_1^\dagger\) to \(c_1\) and \(c_2^\dagger\) to \(-c_2\). The relative sign is what keeps the hopping term unchanged.

The last theorem checks Hermiticity and the symmetry entry by entry, after showing that `dimerW` is its own inverse.

```lean
/-- The two-site model is Hermitian and has particle-hole symmetry about one particle,
for every hopping and repulsion. -/
theorem dimer_witness (t V : ℝ) :
    (dimerH t V).IsHermitian ∧ IsParticleHole dimerW (dimerH t V) dimerN 1 := by
  have hWW : dimerW * dimerW = 1 := by
    ext i j
    fin_cases i <;> fin_cases j <;> simp [dimerW, Matrix.mul_apply, Fin.sum_univ_four]
  have hinv : dimerW⁻¹ = dimerW := Matrix.inv_eq_right_inv hWW
  refine ⟨?_, ⟨⟨dimerW, dimerW, hWW, hWW⟩, rfl⟩, ?_, ?_⟩
  · apply Matrix.IsHermitian.ext
    intro i j
    fin_cases i <;> fin_cases j <;> simp [dimerH]
  · rw [hinv]
    ext i j
    fin_cases i <;> fin_cases j <;>
      simp [dimerW, dimerH, Matrix.mul_apply, Fin.sum_univ_four]
  · rw [hinv]
    ext i j
    fin_cases i <;> fin_cases j <;>
      simp [dimerW, dimerN, Matrix.mul_apply, Fin.sum_univ_four] <;>
      norm_num

end

end ParticleHoleHalfFilling
```

```lean
#print axioms ParticleHoleHalfFilling.thermalMean_number
-- 'ParticleHoleHalfFilling.thermalMean_number' depends on axioms: [propext, Classical.choice, Quot.sound]
```

Together with `thermalMean_number`, this gives a mean of one particle for all real \(t\), \(V\) and \(\beta\). The spectrum agrees: the empty and full states both have energy \(V/4\), so their equal weights average to one particle, and the other two states contain one particle each.

## Setting the chemical potential in a cluster calculation

Codes often store the interaction as \(Vn_1n_2\), without the shifts by \(\tfrac12\). Since

\[
V\bigl(n_1-\tfrac12\bigr)\bigl(n_2-\tfrac12\bigr)=Vn_1n_2-\tfrac V2(n_1+n_2)+\tfrac V4 ,
\]

the symmetric point of the dimer is then at chemical potential \(V/2\), and half filling needs no numerical search. The same expansion gives \(U/2\) for the Hubbard model with on-site repulsion \(U\) and real hopping between the two sublattices of a bipartite cluster.

In an exact-diagonalisation program, one computes all particle-number sectors, forms \(\sum_i N_i e^{-\beta E_i}/\sum_i e^{-\beta E_i}\) from the eigenvalues \(E_i\) of the shifted Hamiltonian and the particle numbers \(N_i\) of its eigenstates, and compares the result with \(L\) at several temperatures. A deviation beyond rounding error shows that something is wrong, for example a missing sector, a misplaced chemical potential or a term that breaks the symmetry. Agreement does not rule out every error: leaving out the sector with \(N=L\), for instance, does not change the mean.
